# A step pair potential binds a zero-energy Andreev state exactly when it changes sign

If a d-wave surface is judged by the magnitude of its gap alone, zero-energy states can be missed. At a (110) surface a quasiparticle can meet the same nonzero gap magnitude before and after reflection, so its trajectory looks gapped, yet it carries a bound state at zero energy. What decides is the relative sign of the two gaps.

In Lean 4 with Mathlib:

```lean
import Mathlib

open Filter Topology Complex

namespace AndreevZeroMode

noncomputable section
```

## The equations on one trajectory

Unfold the reflected trajectory into a line with coordinate x and the surface at x = 0. The pair potential D is real, D₁ before reflection and D₂ after it. Its value at x = 0 plays no role.

```lean
/-- The pair potential along a trajectory: `D₁` for `x < 0` and `D₂` otherwise. -/
def pairPotential (D₁ D₂ x : ℝ) : ℝ := if x < 0 then D₁ else D₂
```

Its integral from the interface is

W(x) = D₁ min(x, 0) + D₂ max(x, 0).

```lean
/-- The pair potential integrated from the interface to `x`. -/
def gapIntegral (D₁ D₂ x : ℝ) : ℝ := D₁ * min x 0 + D₂ * max x 0
```

With v > 0 the Fermi velocity (ħ = 1) and s = ±1, define

E_s(x) = exp(−s W(x)/v).

```lean
/-- The exponential profile `exp (-s ∫ D / v)`. -/
def profile (s v D₁ D₂ x : ℝ) : ℝ := Real.exp (-(s * gapIntegral D₁ D₂ x / v))
```

Let p and q be the electron and hole amplitudes. The useful combinations are

u_s = p + s i q.

```lean
/-- The combination `p + s i q` of electron and hole amplitudes. -/
def chiral (s : ℝ) (p q : ℝ → ℂ) (x : ℝ) : ℂ := p x + s * I * q x
```

A zero mode consists of continuous p and q that vanish at both infinities and satisfy, for x ≠ 0,

−i v p′ + D q = 0,
i v q′ + D p = 0.

This is the quasiclassical Andreev approximation with a prescribed gap: D is not determined self-consistently, and its suppression near the surface is ignored.

```lean
/-- Continuous amplitudes that solve the zero-energy Andreev equations off the interface
and vanish at both infinities. -/
structure IsZeroMode (v D₁ D₂ : ℝ) (p q : ℝ → ℂ) : Prop where
  cont_p : Continuous p
  cont_q : Continuous q
  diff_p : ∀ x ≠ 0, DifferentiableAt ℝ p x
  diff_q : ∀ x ≠ 0, DifferentiableAt ℝ q x
  eq_p : ∀ x ≠ 0, -I * v * deriv p x + pairPotential D₁ D₂ x * q x = 0
  eq_q : ∀ x ≠ 0, I * v * deriv q x + pairPotential D₁ D₂ x * p x = 0
  p_top : Tendsto p atTop (𝓝 0)
  q_top : Tendsto q atTop (𝓝 0)
  p_bot : Tendsto p atBot (𝓝 0)
  q_bot : Tendsto q atBot (𝓝 0)
```

The zero solution qualifies, so existence of a bound state also requires an amplitude that is nonzero somewhere.

```lean
/-- There is a zero mode that is not identically zero. -/
def HostsZeroMode (v D₁ D₂ : ℝ) : Prop :=
  ∃ p q : ℝ → ℂ, IsZeroMode v D₁ D₂ p q ∧ ∃ x, p x ≠ 0 ∨ q x ≠ 0
```

## Decoupling and integration

Off the interface W′ = D, hence

E_s′ = −(s D/v) E_s.

The proof treats the two half-lines separately, where W is linear.

```lean
/-- The exponential profile is continuous, and off the interface its logarithmic derivative
is `-s D / v`. -/
theorem profile_solves (s v D₁ D₂ : ℝ) : Continuous (profile s v D₁ D₂) ∧
    ∀ x ≠ 0, HasDerivAt (profile s v D₁ D₂)
      (-(s * pairPotential D₁ D₂ x / v) * profile s v D₁ D₂ x) x := by
  have hW : Continuous (gapIntegral D₁ D₂) :=
    (continuous_const.mul (continuous_id.min continuous_const)).add
      (continuous_const.mul (continuous_id.max continuous_const))
  refine ⟨Real.continuous_exp.comp ((continuous_const.mul hW).div_const v).neg, ?_⟩
  intro x hx
  have hd : HasDerivAt (gapIntegral D₁ D₂) (pairPotential D₁ D₂ x) x := by
    have lin : ∀ D : ℝ, HasDerivAt (fun y : ℝ => D * y) D x := fun D =>
      ((hasDerivAt_id' x).const_mul D).congr_deriv (mul_one D)
    rcases lt_or_gt_of_ne hx with h | h
    · rw [show pairPotential D₁ D₂ x = D₁ from if_pos h]
      refine (lin D₁).congr_of_eventuallyEq ?_
      filter_upwards [Iio_mem_nhds h] with y hy
      have hy' : y ≤ 0 := le_of_lt hy
      simp [gapIntegral, min_eq_left hy', max_eq_right hy']
    · rw [show pairPotential D₁ D₂ x = D₂ from if_neg (not_lt.mpr (le_of_lt h))]
      refine (lin D₂).congr_of_eventuallyEq ?_
      filter_upwards [Ioi_mem_nhds h] with y hy
      have hy' : 0 ≤ y := le_of_lt hy
      simp [gapIntegral, min_eq_right hy', max_eq_left hy']
  have h := ((hd.const_mul s).div_const v).fun_neg.exp
  exact h.congr_deriv (by simp only [profile]; ring)
```

Matching at x = 0 needs one fact. If g is continuous and g′ = 0 off 0, then g is constant on each side, and letting the argument approach 0 shows that both constants equal g(0).

```lean
/-- A continuous amplitude whose derivative vanishes off the interface is constant. -/
theorem constant_across_interface {g : ℝ → ℂ} (hg : Continuous g)
    (hd : ∀ x ≠ 0, HasDerivAt g 0 x) (x : ℝ) : g x = g 0 := by
  rcases lt_trichotomy x 0 with hx | hx | hx
  · have h1 : Tendsto g (𝓝[<] 0) (𝓝 (g 0)) := (hg.tendsto 0).mono_left nhdsWithin_le_nhds
    have h2 : Tendsto g (𝓝[<] 0) (𝓝 (g x)) := by
      refine tendsto_const_nhds.congr' ?_
      filter_upwards [Ioo_mem_nhdsLT hx] with y hy
      exact (constant_of_has_deriv_right_zero hg.continuousOn
        (fun z hz => (hd z (lt_trans hz.2 hy.2).ne).hasDerivWithinAt) y ⟨hy.1.le, le_rfl⟩).symm
    exact tendsto_nhds_unique h2 h1
  · rw [hx]
  · have h1 : Tendsto g (𝓝[>] 0) (𝓝 (g 0)) := (hg.tendsto 0).mono_left nhdsWithin_le_nhds
    have h2 : Tendsto g (𝓝[>] 0) (𝓝 (g x)) := by
      refine tendsto_const_nhds.congr' ?_
      filter_upwards [Ioo_mem_nhdsGT hx] with y hy
      exact constant_of_has_deriv_right_zero hg.continuousOn
        (fun z hz => (hd z (lt_of_lt_of_le hy.1 hz.1).ne').hasDerivWithinAt) x ⟨hy.2.le, le_rfl⟩
    exact tendsto_nhds_unique h2 h1
```

Now multiply the first Andreev equation by i, the second by s, and add. Since s² = 1,

v u_s′ + s D u_s = 0.

The same multipliers appear in the `linear_combination` call.

```lean
variable {s v D₁ D₂ : ℝ} {p q : ℝ → ℂ}

/-- For `s = ±1` the combination `p + s i q` obeys a first-order equation of its own. -/
theorem chiral_hasDerivAt (hv : 0 < v) (hs : s ^ 2 = 1) (h : IsZeroMode v D₁ D₂ p q)
    {x : ℝ} (hx : x ≠ 0) : HasDerivAt (chiral s p q)
      (-((s * pairPotential D₁ D₂ x / v : ℝ) : ℂ) * chiral s p q x) x := by
  have hv' : (v : ℂ) ≠ 0 := by exact_mod_cast hv.ne'
  have hs' : (s : ℂ) ^ 2 = 1 := by exact_mod_cast hs
  have hk : (v : ℂ) * ((s * pairPotential D₁ D₂ x / v : ℝ) : ℂ)
      = s * pairPotential D₁ D₂ x := by
    push_cast
    field_simp
  have hd := (h.diff_p x hx).hasDerivAt.fun_add
    ((h.diff_q x hx).hasDerivAt.const_mul ((s : ℂ) * I))
  refine hd.congr_deriv (mul_left_cancel₀ hv' ?_)
  simp only [chiral]
  linear_combination I * h.eq_p x hx + s * h.eq_q x hx + (p x + s * I * q x) * hk
    + I * pairPotential D₁ D₂ x * q x * hs' + v * deriv p x * I_sq
```

The product u_s E_(−s) therefore has zero derivative off 0 and is constant. As E_(−s) E_s = 1 and E_s(0) = 1,

u_s(x) = u_s(0) E_s(x).

```lean
/-- Each combination `p + s i q` is its interface value times the exponential profile. -/
theorem chiral_eq_profile (hv : 0 < v) (hs : s ^ 2 = 1) (h : IsZeroMode v D₁ D₂ p q) (x : ℝ) :
    chiral s p q x = chiral s p q 0 * (profile s v D₁ D₂ x : ℂ) := by
  obtain ⟨hc, hd⟩ := profile_solves (-s) v D₁ D₂
  have hcc : Continuous (chiral s p q) := h.cont_p.add (continuous_const.mul h.cont_q)
  -- dividing out the exponential leaves a constant
  have hg := constant_across_interface
    (g := fun y => chiral s p q y * (profile (-s) v D₁ D₂ y : ℂ))
    (hcc.mul (Complex.continuous_ofReal.comp hc))
    (fun y hy => ((chiral_hasDerivAt hv hs h hy).fun_mul (hd y hy).ofReal_comp).congr_deriv
      (by push_cast; ring)) x
  have h0 : profile (-s) v D₁ D₂ 0 = 1 := by simp [profile, gapIntegral]
  have h1 : profile (-s) v D₁ D₂ x * profile s v D₁ D₂ x = 1 := by
    simp only [profile]
    rw [← Real.exp_add, ← Real.exp_zero]
    congr 1
    ring
  have h1' : (profile (-s) v D₁ D₂ x : ℂ) * (profile s v D₁ D₂ x : ℂ) = 1 := by
    exact_mod_cast h1
  simp only [h0, Complex.ofReal_one, mul_one] at hg
  linear_combination (profile s v D₁ D₂ x : ℂ) * hg - chiral s p q x * h1'
```

If s D₂ ≤ 0, then E_s ≥ 1 for x ≥ 0; if s D₁ ≥ 0, then E_s ≥ 1 for x ≤ 0. On that side

|u_s(0)| ≤ |u_s(x)| → 0,

so u_s vanishes everywhere.

```lean
/-- A combination `p + s i q` whose profile fails to decay on one side is absent. -/
theorem chiral_eq_zero (hv : 0 < v) (hs : s ^ 2 = 1) (h : IsZeroMode v D₁ D₂ p q)
    (hD : s * D₂ ≤ 0 ∨ 0 ≤ s * D₁) (x : ℝ) : chiral s p q x = 0 := by
  have key : ∀ l : Filter ℝ, l.NeBot → Tendsto p l (𝓝 0) → Tendsto q l (𝓝 0) →
      (∀ᶠ y in l, s * gapIntegral D₁ D₂ y ≤ 0) → chiral s p q 0 = 0 := by
    intro l hl hp hq hW
    have ht : Tendsto (chiral s p q) l (𝓝 0) := by
      have := hp.add (hq.const_mul ((s : ℂ) * I))
      rw [mul_zero, add_zero] at this
      exact this
    have hn := ht.norm
    rw [norm_zero] at hn
    refine norm_le_zero_iff.mp (ge_of_tendsto hn ?_)
    filter_upwards [hW] with y hy
    have h1 : 1 ≤ profile s v D₁ D₂ y :=
      Real.one_le_exp (neg_nonneg.mpr (div_nonpos_of_nonpos_of_nonneg hy hv.le))
    rw [chiral_eq_profile hv hs h y, norm_mul, Complex.norm_real,
      Real.norm_of_nonneg (zero_le_one.trans h1)]
    exact le_mul_of_one_le_right (norm_nonneg _) h1
  have h0 : chiral s p q 0 = 0 := by
    rcases hD with hD | hD
    · refine key atTop inferInstance h.p_top h.q_top ?_
      filter_upwards [eventually_ge_atTop (0 : ℝ)] with y hy
      rw [gapIntegral, min_eq_right hy, max_eq_left hy]
      nlinarith [mul_nonneg (neg_nonneg.mpr hD) hy]
    · refine key atBot inferInstance h.p_bot h.q_bot ?_
      filter_upwards [eventually_le_atBot (0 : ℝ)] with y hy
      rw [gapIntegral, min_eq_left hy, max_eq_right hy]
      nlinarith [mul_nonneg hD (neg_nonneg.mpr hy)]
  rw [chiral_eq_profile hv hs h x, h0, zero_mul]
```

## The bound state and the sign criterion

Suppose s D₁ < 0 < s D₂. Then u_(−s) = 0, which gives q = −s i p and u_s = 2p. Every zero mode is thus

p = c E_s, q = −s i c E_s, with c complex.

Conversely, E_s decays on both sides, and substitution confirms both equations.

```lean
/-- When the pair potential changes sign, the zero modes are exactly the complex multiples of
one exponential profile, with hole amplitude `-s i` times the electron amplitude. -/
theorem isZeroMode_iff (hv : 0 < v) (hs : s ^ 2 = 1) (h₁ : s * D₁ < 0) (h₂ : 0 < s * D₂) :
    IsZeroMode v D₁ D₂ p q ↔ ∃ c : ℂ, ∀ x, p x = c * (profile s v D₁ D₂ x : ℂ) ∧
      q x = -(s * I * c) * (profile s v D₁ D₂ x : ℂ) := by
  have hs' : (s : ℂ) ^ 2 = 1 := by exact_mod_cast hs
  constructor
  · intro h
    have hz := chiral_eq_zero (s := -s) hv (by rw [neg_sq, hs]) h (Or.inl (by linarith))
    simp only [chiral, Complex.ofReal_neg] at hz
    refine ⟨p 0, fun x => ?_⟩
    have h1 := chiral_eq_profile hv hs h x
    simp only [chiral] at h1
    have hp : p x = p 0 * (profile s v D₁ D₂ x : ℂ) := by
      linear_combination (1 / 2) * h1 + (1 / 2) * hz x
        - (1 / 2) * (profile s v D₁ D₂ x : ℂ) * hz 0
    refine ⟨hp, ?_⟩
    linear_combination s * I * hz x - s * I * hp - q x * hs' + q x * s ^ 2 * I_sq
  · rintro ⟨c, hc⟩
    obtain rfl : p = fun x => c * (profile s v D₁ D₂ x : ℂ) := funext fun x => (hc x).1
    obtain rfl : q = fun x => -(s * I * c) * (profile s v D₁ D₂ x : ℂ) :=
      funext fun x => (hc x).2
    obtain ⟨hcont, hd⟩ := profile_solves s v D₁ D₂
    have hcont' : Continuous fun x => (profile s v D₁ D₂ x : ℂ) :=
      Complex.continuous_ofReal.comp hcont
    have hv' : (v : ℂ) ≠ 0 := by exact_mod_cast hv.ne'
    have hder : ∀ x ≠ 0, ∃ K : ℂ, HasDerivAt (fun y => (profile s v D₁ D₂ y : ℂ)) K x ∧
        v * K = -(s * pairPotential D₁ D₂ x * profile s v D₁ D₂ x) := fun x hx =>
      ⟨_, (hd x hx).ofReal_comp, by push_cast; field_simp⟩
    -- the profile decays on both sides
    have lift : ∀ (l : Filter ℝ) (a : ℂ), Tendsto (profile s v D₁ D₂) l (𝓝 0) →
        Tendsto (fun x => a * (profile s v D₁ D₂ x : ℂ)) l (𝓝 0) := by
      intro l a hl
      have := ((Complex.continuous_ofReal.tendsto 0).comp hl).const_mul a
      rw [Complex.ofReal_zero, mul_zero] at this
      exact this
    have top : Tendsto (profile s v D₁ D₂) atTop (𝓝 0) := by
      refine (Real.tendsto_exp_neg_atTop_nhds_zero.comp
        (tendsto_id.const_mul_atTop (div_pos h₂ hv))).congr' ?_
      filter_upwards [eventually_ge_atTop (0 : ℝ)] with x hx
      simp only [Function.comp_apply, id, profile, gapIntegral, min_eq_right hx, max_eq_left hx]
      congr 1
      ring
    have bot : Tendsto (profile s v D₁ D₂) atBot (𝓝 0) := by
      refine (Real.tendsto_exp_neg_atTop_nhds_zero.comp
        (tendsto_neg_atBot_atTop.const_mul_atTop (div_pos (neg_pos.mpr h₁) hv))).congr' ?_
      filter_upwards [eventually_le_atBot (0 : ℝ)] with x hx
      simp only [Function.comp_apply, profile, gapIntegral, min_eq_left hx, max_eq_right hx]
      congr 1
      ring
    refine ⟨continuous_const.mul hcont', continuous_const.mul hcont', ?_, ?_, ?_, ?_,
      lift _ _ top, lift _ _ top, lift _ _ bot, lift _ _ bot⟩
    · intro x hx
      obtain ⟨K, hK, -⟩ := hder x hx
      exact (hK.const_mul c).differentiableAt
    · intro x hx
      obtain ⟨K, hK, -⟩ := hder x hx
      exact (hK.const_mul (-(s * I * c))).differentiableAt
    · intro x hx
      obtain ⟨K, hK, hk⟩ := hder x hx
      rw [(hK.const_mul c).deriv]
      linear_combination (-I * c) * hk
    · intro x hx
      obtain ⟨K, hK, hk⟩ := hder x hx
      rw [(hK.const_mul (-(s * I * c))).deriv]
      linear_combination (s * c) * hk - s * c * v * K * I_sq
        - pairPotential D₁ D₂ x * c * profile s v D₁ D₂ x * hs'
```

If D₁D₂ ≥ 0, no s satisfies s D₁ < 0 < s D₂, so u₊ and u₋ both vanish, and with them

p = (u₊ + u₋)/2, q = (u₊ − u₋)/(2i).

If D₁D₂ < 0, take s to be the sign of D₂ and c = 1. The theorem also admits a vanishing D₁ or D₂, in which case there is no bound state.

```lean
/-- A nonzero zero-energy Andreev bound state exists if and only if the pair potentials on the
two sides have opposite signs. -/
theorem hostsZeroMode_iff (hv : 0 < v) : HostsZeroMode v D₁ D₂ ↔ D₁ * D₂ < 0 := by
  constructor
  · rintro ⟨p, q, h, x, hx⟩
    by_contra hD
    -- without a sign change neither combination can decay on both sides
    have hz : ∀ s : ℝ, s ^ 2 = 1 → chiral s p q x = 0 := by
      intro s hs
      refine chiral_eq_zero hv hs h ?_ x
      by_contra hcon
      rw [not_or, not_le, not_le] at hcon
      have h1 : s * D₁ * (s * D₂) < 0 := mul_neg_of_neg_of_pos hcon.2 hcon.1
      have h2 : s * D₁ * (s * D₂) = D₁ * D₂ := by linear_combination D₁ * D₂ * hs
      exact hD (h2 ▸ h1)
    have ha := hz 1 (by norm_num)
    have hb := hz (-1) (by norm_num)
    simp only [chiral, Complex.ofReal_neg, Complex.ofReal_one] at ha hb
    have hp : p x = 0 := by linear_combination (1 / 2) * ha + (1 / 2) * hb
    have hq : q x = 0 := by
      linear_combination (-I / 2) * ha + (I / 2) * hb + q x * I_sq
    exact hx.elim (fun h => h hp) (fun h => h hq)
  · intro hD
    obtain ⟨s, hs, h₁, h₂⟩ : ∃ s : ℝ, s ^ 2 = 1 ∧ s * D₁ < 0 ∧ 0 < s * D₂ := by
      rcases mul_neg_iff.mp hD with h | h
      · exact ⟨-1, by norm_num, by linarith [h.1], by linarith [h.2]⟩
      · exact ⟨1, by norm_num, by linarith [h.1], by linarith [h.2]⟩
    refine ⟨_, _, (isZeroMode_iff hv hs h₁ h₂).mpr ⟨1, fun x => ⟨rfl, rfl⟩⟩, 0, Or.inl ?_⟩
    simp [profile, gapIntegral]
```

Continuity matters. For v = D₁ = D₂ = 1, set p = e^(−x), q = −i e^(−x) for x > 0 and p = q = 0 for x ≤ 0. Both equations hold off 0 and both amplitudes decay, although D never changes sign.

The same argument extends to any continuous real D(x), with W(x) = ∫₀ˣ D: a nonzero zero mode exists exactly when s W → +∞ at both ends for one choice of s. This extension is not among the theorems here.

## Surface orientation

For a d-wave gap of amplitude Δ, motion at angle φ to the crystal a axis sees

D(φ) = Δ cos 2φ.

```lean
/-- The d-wave gap for motion at angle `φ` to the crystal `a` axis. -/
def dWaveGap (Δ φ : ℝ) : ℝ := Δ * Real.cos (2 * φ)
```

Let the normal into the crystal lie at angle α to that axis. The Fermi line is taken to be circular, so that velocity and momentum are parallel and the speed v is the same before and after reflection. For |θ| < π/2, specular reflection then turns direction α + π − θ into α + θ.

```lean
/-- There is a nonzero zero mode on the trajectory reflected at angle `θ` to the normal of a d-wave
surface, the normal lying at angle `α` to the `a` axis. -/
def SurfaceZeroMode (v Δ α θ : ℝ) : Prop :=
  HostsZeroMode v (dWaveGap Δ (α + Real.pi - θ)) (dWaveGap Δ (α + θ))
```

The product of the two gaps is

D₁D₂ = (Δ²/2)(cos 4α + cos 4θ),

and the sign criterion applies.

```lean
/-- A d-wave surface whose normal lies at angle `α` to the `a` axis has a nonzero zero mode on the
trajectory reflected at angle `θ` to that normal exactly when the gap amplitude is nonzero and `cos
4α + cos 4θ < 0`. -/
theorem surfaceZeroMode_iff (hv : 0 < v) (Δ α θ : ℝ) : SurfaceZeroMode v Δ α θ ↔
    Δ ≠ 0 ∧ Real.cos (4 * α) + Real.cos (4 * θ) < 0 := by
  have hprod : dWaveGap Δ (α + Real.pi - θ) * dWaveGap Δ (α + θ)
      = Δ ^ 2 / 2 * (Real.cos (4 * α) + Real.cos (4 * θ)) := by
    have e1 : 2 * (α + Real.pi - θ) = 2 * (α - θ) + 2 * Real.pi := by ring
    have e2 : 4 * α = 2 * (α + θ) + 2 * (α - θ) := by ring
    have e3 : 4 * θ = 2 * (α + θ) - 2 * (α - θ) := by ring
    rw [dWaveGap, dWaveGap, e1, Real.cos_add_two_pi, e2, e3, Real.cos_add, Real.cos_sub]
    ring
  rw [SurfaceZeroMode, hostsZeroMode_iff hv, hprod]
  constructor
  · intro h
    refine ⟨fun h0 => by simp [h0] at h, ?_⟩
    by_contra hc
    exact absurd h (not_lt.mpr (mul_nonneg (by positivity) (not_lt.mp hc)))
  · rintro ⟨h0, h1⟩
    exact mul_neg_of_pos_of_neg (by positivity) h1
```

At (110), α = π/4 and the bracket equals −2 sin² 2θ. Only trajectories with sin 2θ = 0, which run along a gap node, lack the state.

```lean
/-- If the gap amplitude is nonzero, then at a (110) surface a nonzero zero mode exists for every
trajectory angle with `sin 2θ ≠ 0`, and for no other. -/
theorem surface110_iff (hv : 0 < v) {Δ : ℝ} (hΔ : Δ ≠ 0) (θ : ℝ) :
    SurfaceZeroMode v Δ (Real.pi / 4) θ ↔ Real.sin (2 * θ) ≠ 0 := by
  have e1 : 4 * (Real.pi / 4) = Real.pi := by ring
  have e2 : Real.cos (4 * θ) = 1 - 2 * Real.sin (2 * θ) ^ 2 := by
    rw [show 4 * θ = 2 * (2 * θ) by ring, Real.cos_two_mul, Real.cos_sq']
    ring
  rw [surfaceZeroMode_iff hv, e1, Real.cos_pi, e2]
  constructor
  · rintro ⟨-, h⟩ h0
    rw [h0] at h
    norm_num at h
  · intro h
    have hpos : 0 < Real.sin (2 * θ) ^ 2 := by positivity
    exact ⟨hΔ, by linarith⟩
```

At (100), α = 0 and the bracket is 1 + cos 4θ ≥ 0, so no trajectory has one.

```lean
/-- At a (100) surface no trajectory has a nonzero zero mode. -/
theorem surface100_none (hv : 0 < v) (Δ θ : ℝ) : ¬ SurfaceZeroMode v Δ 0 θ := by
  rw [surfaceZeroMode_iff hv, mul_zero, Real.cos_zero]
  rintro ⟨-, h⟩
  linarith [Real.neg_one_le_cos (4 * θ)]

end

end AndreevZeroMode
```

For a smooth surface, a circular Fermi line and a fixed step gap, this tells a quasiclassical surface calculation which trajectories carry a zero-energy level; the height or width of a tunnelling conductance peak needs further modelling.

```lean
#print axioms AndreevZeroMode.isZeroMode_iff
-- 'AndreevZeroMode.isZeroMode_iff' depends on axioms: [propext, Classical.choice, Quot.sound]
#print axioms AndreevZeroMode.surface110_iff
-- 'AndreevZeroMode.surface110_iff' depends on axioms: [propext, Classical.choice, Quot.sound]
#print axioms AndreevZeroMode.surface100_none
-- 'AndreevZeroMode.surface100_none' depends on axioms: [propext, Classical.choice, Quot.sound]
```
